# With negative-energy states admitted, two free Dirac electrons can have any real total energy

For every real mass $m$, every real energy $e$ and every bound $R$, there are momenta $p,q\in\mathbb R^3$ with $p^2\ge R$ and $q^2\ge R$ such that $e$ is an eigenvalue of the $16\times16$ matrix $H(p)\otimes 1+1\otimes H(q)$, where $H$ is the free Dirac Hamiltonian in units with $c=\hbar=1$. If both electrons are kept in positive-energy states, only the energies $e\ge 2|m|$ occur.

Continuum dissolution usually means that the electron repulsion couples a bound atomic state to a continuum of states with one electron in the positive-energy continuum and the other in the negative-energy continuum. The model here has neither nucleus nor repulsion, so it contains no bound state and no coupling; it shows only that free pairs exist at every total energy.

```lean
import Mathlib

open Matrix
open scoped Kronecker

namespace ContinuumDissolution

noncomputable section
```

This loads Mathlib and the notation `⊗ₖ` for the Kronecker product of matrices.

```lean
/-- The squared length of a momentum vector. -/
def momSq (p : Fin 3 → ℝ) : ℝ := p 0 ^ 2 + p 1 ^ 2 + p 2 ^ 2
```

A momentum is a triple of real numbers, numbered from 0, and `momSq p` is $p^2=p_0^2+p_1^2+p_2^2$.

```lean
/-- The free Dirac Hamiltonian at momentum `p` in the Dirac representation, in units with
`c = ħ = 1`. -/
def diracH (m : ℝ) (p : Fin 3 → ℝ) : Matrix (Fin 4) (Fin 4) ℂ :=
  !![(m : ℂ), 0, (p 2 : ℂ), (p 0 : ℂ) - (p 1 : ℂ) * Complex.I;
     0, (m : ℂ), (p 0 : ℂ) + (p 1 : ℂ) * Complex.I, -(p 2 : ℂ);
     (p 2 : ℂ), (p 0 : ℂ) - (p 1 : ℂ) * Complex.I, -(m : ℂ), 0;
     (p 0 : ℂ) + (p 1 : ℂ) * Complex.I, -(p 2 : ℂ), 0, -(m : ℂ)]
```

In $2\times2$ blocks, with the Pauli matrices $\sigma$ and $c=\hbar=1$, this is
$$H(p)=\begin{pmatrix} m & \sigma\cdot p\\ \sigma\cdot p & -m\end{pmatrix}.$$
The momentum is a fixed parameter, as for a plane wave, so $H(p)$ is a finite matrix. No sign is assumed for $m$.

```lean
/-- The non-negative relativistic energy `√(p² + m²)` of a free particle. -/
def energy (m : ℝ) (p : Fin 3 → ℝ) : ℝ := √(momSq p + m ^ 2)
```

This is $E_p=\sqrt{p^2+m^2}$, the non-negative root.

```lean
/-- The real number `e` is an eigenvalue of the matrix `M`. -/
def IsEnergy {n : Type*} [Fintype n] (M : Matrix n n ℂ) (e : ℝ) : Prop :=
  ∃ v : n → ℂ, v ≠ 0 ∧ M *ᵥ v = (e : ℂ) • v
```

`IsEnergy M e` says that $Mv=ev$ for some nonzero complex vector $v$. The symbol `*ᵥ` applies a matrix to a vector, and `(e : ℂ)` is the real number $e$ regarded as complex.

```lean
/-- The Dirac Hamiltonian of the first electron, acting on two-electron spinors. -/
def firstH (m : ℝ) (p : Fin 3 → ℝ) : Matrix (Fin 4 × Fin 4) (Fin 4 × Fin 4) ℂ :=
  diracH m p ⊗ₖ (1 : Matrix (Fin 4) (Fin 4) ℂ)
```

The first electron's Hamiltonian is $H(p)\otimes1$. Its rows and columns are labelled by pairs of spinor indices, which gives $4\cdot4=16$ of them.

```lean
/-- The Dirac Hamiltonian of the second electron, acting on two-electron spinors. -/
def secondH (m : ℝ) (q : Fin 3 → ℝ) : Matrix (Fin 4 × Fin 4) (Fin 4 × Fin 4) ℂ :=
  (1 : Matrix (Fin 4) (Fin 4) ℂ) ⊗ₖ diracH m q
```

The second electron's Hamiltonian is $1\otimes H(q)$.

```lean
/-- The Hamiltonian of two non-interacting Dirac electrons with momenta `p` and `q`. -/
def twoElectronH (m : ℝ) (p q : Fin 3 → ℝ) : Matrix (Fin 4 × Fin 4) (Fin 4 × Fin 4) ℂ :=
  firstH m p + secondH m q
```

The total is their sum, with no interaction term. It acts on the full tensor product; antisymmetry under exchange of the electrons is not imposed.

```lean
/-- The product of two one-electron spinors. -/
def productState (v w : Fin 4 → ℂ) : Fin 4 × Fin 4 → ℂ := fun i => v i.1 * w i.2
```

The product state has components $(v\otimes w)_{ij}=v_iw_j$.

```lean
/-- The square of the Dirac Hamiltonian is `p² + m²` times the identity. -/
theorem diracH_sq (m : ℝ) (p : Fin 3 → ℝ) :
    diracH m p * diracH m p = ((momSq p + m ^ 2 : ℝ) : ℂ) • 1 := by
  ext i j
  fin_cases i <;> fin_cases j <;>
    simp [diracH, momSq, Matrix.mul_apply, Fin.sum_univ_four]
  all_goals first
    | ring1
    | linear_combination (-(p 1 : ℂ) ^ 2) * Complex.I_sq
```

By hand, the off-diagonal blocks of $H(p)^2$ are $\pm(m\,\sigma\cdot p-\sigma\cdot p\,m)=0$, and the diagonal blocks are $m^2+(\sigma\cdot p)^2=m^2+p^2$. Hence $H(p)^2=(p^2+m^2)1$.

Lean checks the 16 entries separately. Some are plain algebra (`ring1`); others also need $i^2=-1$, as in $(p_0-ip_1)(p_0+ip_1)=p_0^2+p_1^2$.

```lean
/-- A real number `e` is an eigenvalue of the free Dirac Hamiltonian at momentum `p` exactly
when `e² = p² + m²`. -/
theorem isEnergy_diracH_iff (m e : ℝ) (p : Fin 3 → ℝ) :
    IsEnergy (diracH m p) e ↔ e ^ 2 = momSq p + m ^ 2 := by
  constructor
  · rintro ⟨v, hv0, hv⟩
    -- apply the Hamiltonian twice
    have h1 : ((e : ℂ) * e) • v = ((momSq p + m ^ 2 : ℝ) : ℂ) • v := by
      calc ((e : ℂ) * e) • v = diracH m p *ᵥ (diracH m p *ᵥ v) := by
            rw [hv, Matrix.mulVec_smul, hv, smul_smul]
        _ = _ := by
            rw [Matrix.mulVec_mulVec, diracH_sq, Matrix.smul_mulVec, Matrix.one_mulVec]
    have h2 : (e : ℂ) * e = ((momSq p + m ^ 2 : ℝ) : ℂ) := smul_left_injective ℂ hv0 h1
    have h3 : e * e = momSq p + m ^ 2 := by exact_mod_cast h2
    rw [sq, h3]
  · intro h
    have hsq : diracH m p * diracH m p = ((e : ℂ) ^ 2) • 1 := by
      rw [diracH_sq, ← h, Complex.ofReal_pow]
    obtain ⟨M, hM⟩ : ∃ M, M = diracH m p + (e : ℂ) • 1 := ⟨_, rfl⟩
    by_cases h0 : M = 0
    · -- the degenerate case: the Hamiltonian itself vanishes
      rw [hM] at h0
      have ha : (m : ℂ) + e = 0 := by
        simpa [diracH] using congrFun (congrFun h0 0) 0
      have hb : -(m : ℂ) + e = 0 := by
        simpa [diracH] using congrFun (congrFun h0 2) 2
      have he : (e : ℂ) = 0 := by linear_combination (ha + hb) / 2
      have hH : diracH m p = 0 := by
        rw [he, zero_smul, add_zero] at h0
        exact h0
      refine ⟨Pi.single 0 1, by simp, ?_⟩
      rw [hH, he, Matrix.zero_mulVec, zero_smul]
    · -- any nonzero column of `H + e` is an eigenvector
      have hHM : diracH m p * M = (e : ℂ) • M := by
        rw [hM, Matrix.mul_add, hsq, Matrix.mul_smul, Matrix.mul_one, smul_add, smul_smul,
          ← sq, add_comm]
      obtain ⟨j, hj⟩ : ∃ j, (fun i => M i j) ≠ 0 := by
        by_contra hc
        apply h0
        ext i j
        by_contra hij
        exact hc ⟨j, fun h => hij (congrFun h i)⟩
      exact ⟨fun i => M i j, hj, funext fun i => congrFun (congrFun hHM i) j⟩
```

The one-electron energies are exactly the solutions of $e^2=p^2+m^2$.

If $Hv=ev$, applying $H$ again gives $e^2v=H^2v=(p^2+m^2)v$, and $v\neq0$ can be cancelled.

Conversely, let $e^2=p^2+m^2$ and put $M=H+e$. Then
$$HM=H^2+eH=e^2+eH=eM,$$
so every nonzero column of $M$ is an eigenvector. If $M=0$, its diagonal entries give $m+e=0$ and $-m+e=0$. Then $e=0$ and $H=0$, and any nonzero vector serves; Lean takes the first basis vector, `Pi.single 0 1`.

```lean
/-- Every eigenvalue of the one-electron Hamiltonian has absolute value at least `|m|`. -/
theorem one_electron_gap {m e : ℝ} {p : Fin 3 → ℝ} (h : IsEnergy (diracH m p) e) :
    |m| ≤ |e| := by
  have h1 := (isEnergy_diracH_iff m e p).mp h
  have h2 : 0 ≤ momSq p := by unfold momSq; positivity
  exact sq_le_sq.mp (by linarith)
```

Since $e^2=p^2+m^2\ge m^2$, one electron has no energy strictly between $-|m|$ and $|m|$. The pair has no such gap, as `continuum_dissolution` will show.

```lean
/-- A Kronecker product of matrices acts on a product state factor by factor. -/
theorem kronecker_productState (A B : Matrix (Fin 4) (Fin 4) ℂ) (v w : Fin 4 → ℂ) :
    (A ⊗ₖ B) *ᵥ productState v w = productState (A *ᵥ v) (B *ᵥ w) := by
  funext ⟨i, j⟩
  simp only [productState, Matrix.mulVec, dotProduct, Fintype.sum_prod_type,
    Matrix.kroneckerMap_apply, Finset.sum_mul_sum]
  exact Finset.sum_congr rfl fun x _ => Finset.sum_congr rfl fun y _ => by ring
```

This is $(A\otimes B)(v\otimes w)=Av\otimes Bw$. In components,
$$\sum_{k,l}A_{ik}B_{jl}v_kw_l=\Big(\sum_kA_{ik}v_k\Big)\Big(\sum_lB_{jl}w_l\Big).$$

```lean
/-- If `a` and `b` are one-electron energies at momenta `p` and `q`, some nonzero two-electron
spinor has energy `a` for the first electron, `b` for the second and `a + b` in total. -/
theorem exists_pair_state {m a b : ℝ} {p q : Fin 3 → ℝ}
    (ha : IsEnergy (diracH m p) a) (hb : IsEnergy (diracH m q) b) :
    ∃ Ψ : Fin 4 × Fin 4 → ℂ, Ψ ≠ 0 ∧ firstH m p *ᵥ Ψ = (a : ℂ) • Ψ ∧
      secondH m q *ᵥ Ψ = (b : ℂ) • Ψ ∧
      twoElectronH m p q *ᵥ Ψ = ((a + b : ℝ) : ℂ) • Ψ := by
  obtain ⟨v, hv0, hv⟩ := ha
  obtain ⟨w, hw0, hw⟩ := hb
  have h1 : firstH m p *ᵥ productState v w = (a : ℂ) • productState v w := by
    rw [firstH, kronecker_productState, hv, Matrix.one_mulVec]
    funext i
    simp only [productState, Pi.smul_apply, smul_eq_mul]
    ring
  have h2 : secondH m q *ᵥ productState v w = (b : ℂ) • productState v w := by
    rw [secondH, kronecker_productState, hw, Matrix.one_mulVec]
    funext i
    simp only [productState, Pi.smul_apply, smul_eq_mul]
    ring
  refine ⟨productState v w, ?_, h1, h2, ?_⟩
  · obtain ⟨i, hi⟩ := Function.ne_iff.mp hv0
    obtain ⟨j, hj⟩ := Function.ne_iff.mp hw0
    exact fun h => mul_ne_zero hi hj (congrFun h (i, j))
  · rw [twoElectronH, Matrix.add_mulVec, h1, h2, ← add_smul, Complex.ofReal_add]
```

Let $H(p)v=av$ and $H(q)w=bw$, and set $\Psi=v\otimes w$. The first Hamiltonian gives $a\Psi$ and the second $b\Psi$, so the sum gives $(a+b)\Psi$. Because $v_i\ne0$ for some $i$ and $w_j\neq0$ for some $j$, the component $\Psi_{ij}=v_iw_j$ is nonzero.

```lean
/-- Every number `E ≥ |m|` satisfies `p² + m² = E²` for some momentum `p`. -/
theorem exists_momentum {m E : ℝ} (h : |m| ≤ E) :
    ∃ p : Fin 3 → ℝ, momSq p + m ^ 2 = E ^ 2 := by
  have h1 : 0 ≤ E ^ 2 - m ^ 2 :=
    sub_nonneg.mpr (sq_le_sq.mpr (h.trans (le_abs_self E)))
  refine ⟨![0, 0, √(E ^ 2 - m ^ 2)], ?_⟩
  simp [momSq, Real.sq_sqrt h1]
```

For $E\ge|m|$, the momentum $p=(0,0,\sqrt{E^2-m^2})$ satisfies $p^2+m^2=E^2$.

```lean
/-- Every real `e` is an eigenvalue of the Hamiltonian of two free Dirac electrons for suitable
momenta, and both squared momenta can be chosen above any bound `R`. -/
theorem continuum_dissolution (m e R : ℝ) :
    ∃ p q : Fin 3 → ℝ, R ≤ momSq p ∧ R ≤ momSq q ∧ IsEnergy (twoElectronH m p q) e := by
  have key : ∀ x : ℝ, |m| + |R| + 1 ≤ x → R ≤ x ^ 2 - m ^ 2 := by
    intro x hx
    have h := pow_le_pow_left₀ (by positivity) hx 2
    nlinarith [sq_abs m, abs_nonneg m, abs_nonneg R, le_abs_self R,
      mul_nonneg (abs_nonneg m) (abs_nonneg R), sq_nonneg |R|]
  obtain ⟨a, ha⟩ : ∃ a, a = |m| + |e| + |R| + 1 := ⟨_, rfl⟩
  have he := neg_abs_le e
  have he0 := abs_nonneg e
  have hR0 := abs_nonneg R
  -- one electron goes up to `a + e`, the other down to `-a`
  obtain ⟨p, hp⟩ := exists_momentum (m := m) (E := a + e) (by linarith)
  obtain ⟨q, hq⟩ := exists_momentum (m := m) (E := a) (by linarith)
  have hp1 := key (a + e) (by linarith)
  have hq1 := key a (by linarith)
  refine ⟨p, q, by linarith, by linarith, ?_⟩
  obtain ⟨Ψ, h0, -, -, h⟩ := exists_pair_state
    ((isEnergy_diracH_iff m (a + e) p).mpr hp.symm)
    ((isEnergy_diracH_iff m (-a) q).mpr (by rw [neg_sq, hq]))
  refine ⟨Ψ, h0, ?_⟩
  rw [h, show a + e + -a = e by ring]
```

Put $a=|m|+|e|+|R|+1$. Give the first electron energy $a+e$ and the second energy $-a$; the sum is $e$. Both $a+e$ and $a$ are at least $|m|+|R|+1$, so the previous lemma supplies momenta with
$$p^2=(a+e)^2-m^2,\qquad q^2=a^2-m^2.$$
The inequality called `key` shows that these are large enough: if $x\ge|m|+|R|+1$, then $x^2\ge m^2+2|R|\ge m^2+R$. The eigenvalue criterion accepts $-a$ as readily as $a$, since only the square enters, and `exists_pair_state` supplies the two-electron eigenvector.

For a numerical instance, take $m=12$ and $e=2$, with the smaller momenta $p=(0,0,9)$ and $q=(0,0,5)$. Then $E_p=15$ and $E_q=13$, and $15-13=2$. The first column of $H(p)+15$ is proportional to $(3,0,1,0)$, and that of $H(q)-13$ is $(-1,0,5,0)$. After normalisation,
$$v=\tfrac1{\sqrt{10}}(3,0,1,0),\qquad w=\tfrac1{\sqrt{26}}(-1,0,5,0),$$
and $v\otimes w$ has total energy 2, far below $2m=24$.

```lean
/-- With the electrons at their non-negative energies `energy m p` and `energy m q`, the
two-electron energies that occur are exactly the real numbers `e ≥ 2|m|`. -/
theorem no_pair_energies (m e : ℝ) :
    (∃ (p q : Fin 3 → ℝ) (Ψ : Fin 4 × Fin 4 → ℂ), Ψ ≠ 0 ∧
      firstH m p *ᵥ Ψ = (energy m p : ℂ) • Ψ ∧ secondH m q *ᵥ Ψ = (energy m q : ℂ) • Ψ ∧
      twoElectronH m p q *ᵥ Ψ = (e : ℂ) • Ψ) ↔ 2 * |m| ≤ e := by
  constructor
  · rintro ⟨p, q, Ψ, h0, h1, h2, h⟩
    rw [twoElectronH, Matrix.add_mulVec, h1, h2, ← add_smul] at h
    have h3 : (energy m p : ℂ) + energy m q = e := smul_left_injective ℂ h0 h
    have h4 : energy m p + energy m q = e := by exact_mod_cast h3
    have hE : ∀ k : Fin 3 → ℝ, |m| ≤ energy m k := by
      intro k
      have hk : 0 ≤ momSq k := by unfold momSq; positivity
      exact Real.abs_le_sqrt (by linarith)
    linarith [hE p, hE q]
  · intro h
    have hm := abs_nonneg m
    -- share the energy equally
    obtain ⟨p, hp⟩ := exists_momentum (m := m) (E := e / 2) (by linarith)
    have hE : energy m p = e / 2 := by
      rw [energy, hp, Real.sqrt_sq (by linarith)]
    have h1 := (isEnergy_diracH_iff m (e / 2) p).mpr hp.symm
    obtain ⟨Ψ, h0, ha, hb, hab⟩ := exists_pair_state h1 h1
    refine ⟨p, p, Ψ, h0, ?_, ?_, ?_⟩
    · rw [hE, ha]
    · rw [hE, hb]
    · rw [hab, add_halves]

end

end ContinuumDissolution
```

The left side asks for a nonzero $\Psi$, not necessarily a product, on which the one-electron Hamiltonians take the values $E_p$ and $E_q$ and the total takes the value $e$. This is the no-pair condition for free electrons. For an electron with $m=0$ and zero momentum, $H=0$ and $E_p=0$, so the condition excludes no spinor.

In one direction, adding the two equations and cancelling $\Psi$ gives $e=E_p+E_q\ge2|m|$. In the other, if $e\ge2|m|$, each electron receives $e/2\ge|m|$, with the same momentum for both. The product state used here may place both electrons in the same spinor, which the exclusion principle forbids for physical electrons; the theorem concerns the full tensor product, where antisymmetry is not imposed.

In four-component correlation calculations, the restriction commonly appears as a choice of orbitals: determinants are built only from the positive-energy solutions of a preceding Dirac–Hartree–Fock calculation. These are mean-field orbitals, not the free spinors used here. If negative-energy orbitals were also admitted as empty orbitals, a double excitation that takes one electron to a high positive energy and the other to a negative-energy orbital could have a nearly vanishing energy denominator in second-order perturbation theory.

```lean
#print axioms ContinuumDissolution.one_electron_gap
-- 'ContinuumDissolution.one_electron_gap' depends on axioms: [propext, Classical.choice, Quot.sound]
#print axioms ContinuumDissolution.continuum_dissolution
-- 'ContinuumDissolution.continuum_dissolution' depends on axioms: [propext, Classical.choice, Quot.sound]
#print axioms ContinuumDissolution.no_pair_energies
-- 'ContinuumDissolution.no_pair_energies' depends on axioms: [propext, Classical.choice, Quot.sound]
```
